# Below the lowest excitation frequency, the Cauchy moment series converges to the dynamic polarizability

For a finite set of excitations with real weights `f n` and real frequencies `ω n`, the polarizability at complex frequency z is the sum of f_n/(ω_n² − z²), and the Cauchy moment S_k is the sum of f_n/ω_n^(2k+2). The theorem `cauchy_expansion` says that if every ω_n is at least g and |z| < g, the series of terms S_k z^(2k) sums to the polarizability. The weights may have either sign, and no sum rule is assumed for them. The proof expands each excitation's contribution as a geometric series in z²/ω_n², then adds the finitely many series.

This version doesn't compile in Lean 4 with Mathlib:

```lean
import Mathlib

open Finset

namespace CauchyExpansion

noncomputable section

variable {ι : Type*} [Fintype ι]

/-- The dynamic polarizability `α(z) = ∑ f_n / (ω_n² - z²)` at complex frequency `z`,
for `z² ≠ ω_n²` (away from the resonances). -/
def polarizability (f ω : ι → ℝ) (z : ℂ) : ℂ :=
  ∑ n, (f n : ℂ) / ((ω n : ℂ) ^ 2 - z ^ 2)

/-- The Cauchy moment `S_k = ∑ f_n / ω_n^(2k+2)`, for nonzero excitation frequencies. -/
def cauchyMoment (f ω : ι → ℝ) (k : ℕ) : ℝ :=
  ∑ n, f n / ω n ^ (2 * k + 2)

/-- A term of the Cauchy series is the sum of the contributions of the excitations. -/
theorem moment_mul (f ω : ι → ℝ) (k m : ℕ) (z : ℂ) :
    (cauchyMoment f ω k : ℂ) * z ^ m =
      ∑ n, (f n : ℂ) / (ω n : ℂ) ^ (2 * k + 2) * z ^ m := by
  unfold cauchyMoment
  push_cast
  rw [Finset.sum_mul]

/-- **Cauchy expansion.** If all excitation frequencies are at least `g`, then at every complex
frequency with `|z| < g` the series `∑ S_k z^(2k)` converges to the polarizability. -/
theorem cauchy_expansion (f ω : ι → ℝ) {g : ℝ} {z : ℂ} (hω : ∀ n, g ≤ ω n)
    (hz : ‖z‖ < g) :
    HasSum (fun k : ℕ => (cauchyMoment f ω k : ℂ) * z ^ (2 * k)) (polarizability f ω z) := by
  have h : ∀ n, HasSum (fun k : ℕ => (f n : ℂ) / (ω n : ℂ) ^ (2 * k + 2) * z ^ (2 * k))
      ((f n : ℂ) / ((ω n : ℂ) ^ 2 - z ^ 2)) := by
    intro n
    have hlt : ‖z‖ < ω n := hz.trans_le (hω n)
    have hpos : 0 < ω n := (norm_nonneg z).trans_lt hlt
    have h0 : (ω n : ℂ) ≠ 0 := Complex.ofReal_ne_zero.mpr hpos.ne'
    -- the ratio of the geometric series lies inside the unit disc
    have hq : ‖z ^ 2 / (ω n : ℂ) ^ 2‖ < 1 := by
      rw [norm_div, norm_pow, norm_pow, Complex.norm_real, Real.norm_of_nonneg hpos.le,
        div_lt_one (by positivity)]
      exact pow_lt_pow_left₀ hlt (norm_nonneg _) two_ne_zero
    convert (hasSum_geometric_of_norm_lt_one hq).mul_left ((f n : ℂ) / (ω n : ℂ) ^ 2) using 1
    · ext k
      rw [div_pow, ← pow_mul, ← pow_mul, pow_add]
      field_simp
    · have e : 1 - z ^ 2 / (ω n : ℂ) ^ 2 = ((ω n : ℂ) ^ 2 - z ^ 2) / (ω n : ℂ) ^ 2 := by
        rw [sub_div, div_self (pow_ne_zero 2 h0)]
      rw [e, inv_div, div_mul_div_cancel₀ (pow_ne_zero 2 h0)]
  have hs := hasSum_sum (fun n (_ : n ∈ (Finset.univ : Finset ι)) => h n)
  simpa only [polarizability, moment_mul] using hs

end

end CauchyExpansion
```

The compiler's answer:

```
Main.lean:46:10: error: Tactic `rewrite` failed: Did not find an occurrence of the pattern
  (?a / ?b) ^ ?n
in the target expression
  k + x✝ = k + x✝

case e'_3
ι : Type u_1
inst✝ : Fintype ι
f ω : ι → ℝ
g : ℝ
z : ℂ
hω : ∀ (n : ι), g ≤ ω n
hz : ‖z‖ < g
n : ι
hlt : ‖z‖ < ω n
hpos : 0 < ω n
h0 : ↑(ω n) ≠ 0
hq : ‖z ^ 2 / ↑(ω n) ^ 2‖ < 1
k x✝ : ℂ
⊢ k + x✝ = k + x✝
Main.lean:50:10: error: Tactic `rewrite` failed: Did not find an occurrence of the pattern
  1 - z ^ 2 / ↑(ω n) ^ 2
in the target expression
  (fun k => ↑(f n) / ↑(ω n) ^ (2 * k + 2) * z ^ (2 * k)) = fun i => ↑(f n) / ↑(ω n) ^ 2 * (z ^ 2 / ↑(ω n) ^ 2) ^ i

case e'_5
ι : Type u_1
inst✝ : Fintype ι
f ω : ι → ℝ
g : ℝ
z : ℂ
hω : ∀ (n : ι), g ≤ ω n
hz : ‖z‖ < g
n : ι
hlt : ‖z‖ < ω n
hpos : 0 < ω n
h0 : ↑(ω n) ≠ 0
hq : ‖z ^ 2 / ↑(ω n) ^ 2‖ < 1
e : 1 - z ^ 2 / ↑(ω n) ^ 2 = (↑(ω n) ^ 2 - z ^ 2) / ↑(ω n) ^ 2
⊢ (fun k => ↑(f n) / ↑(ω n) ^ (2 * k + 2) * z ^ (2 * k)) = fun i => ↑(f n) / ↑(ω n) ^ 2 * (z ^ 2 / ↑(ω n) ^ 2) ^ i
Main.lean:34:47: error: unsolved goals
case e'_6
ι : Type u_1
inst✝ : Fintype ι
f ω : ι → ℝ
g : ℝ
z : ℂ
hω : ∀ (n : ι), g ≤ ω n
hz : ‖z‖ < g
n : ι
hlt : ‖z‖ < ω n
hpos : 0 < ω n
h0 : ↑(ω n) ≠ 0
hq : ‖z ^ 2 / ↑(ω n) ^ 2‖ < 1
⊢ ↑(f n) / (↑(ω n) ^ 2 - z ^ 2) = ↑(f n) / ↑(ω n) ^ 2 * (1 - z ^ 2 / ↑(ω n) ^ 2)⁻¹
```

Diagnosis. The proof has two bullets, but `convert ... using 1` left three goals. The unexpected one, `e'_3`, came first: it asked that the two additive structures on ℂ used by the two `HasSum` statements be equal. There `ext k` took `k` to be a complex number and left `k + x✝ = k + x✝`, with no power of a quotient for `div_pow` to rewrite. The second bullet, written for the sums, then met the equality of the terms, where `1 - z ^ 2 / ↑(ω n) ^ 2` does not occur. The equality of the sums, `e'_6`, had no bullet left and is the third error.

The repair states the two intended equalities as `hterm` and `hsum`, so each proof meets its own goal. After `rw [hterm, hsum]`, `exact` supplies the geometric series, and Lean accepts the two additive structures as equal by definition, with no separate goal.

The diff also replaces `div_mul_div_cancel₀` by three other lemmas for the same cancellation. The messages show no fault in the old lemma, since the rewrite stopped before reaching it.

The change, after which it compiles:

```diff
@@ -42,11 +42,17 @@
         div_lt_one (by positivity)]
       exact pow_lt_pow_left₀ hlt (norm_nonneg _) two_ne_zero
-    convert (hasSum_geometric_of_norm_lt_one hq).mul_left ((f n : ℂ) / (ω n : ℂ) ^ 2) using 1
-    · ext k
+    have hterm : (fun k : ℕ => (f n : ℂ) / (ω n : ℂ) ^ (2 * k + 2) * z ^ (2 * k)) =
+        fun k : ℕ => (f n : ℂ) / (ω n : ℂ) ^ 2 * (z ^ 2 / (ω n : ℂ) ^ 2) ^ k := by
+      funext k
       rw [div_pow, ← pow_mul, ← pow_mul, pow_add]
       field_simp
-    · have e : 1 - z ^ 2 / (ω n : ℂ) ^ 2 = ((ω n : ℂ) ^ 2 - z ^ 2) / (ω n : ℂ) ^ 2 := by
+    have hsum : (f n : ℂ) / ((ω n : ℂ) ^ 2 - z ^ 2) =
+        (f n : ℂ) / (ω n : ℂ) ^ 2 * (1 - z ^ 2 / (ω n : ℂ) ^ 2)⁻¹ := by
+      have e : 1 - z ^ 2 / (ω n : ℂ) ^ 2 = ((ω n : ℂ) ^ 2 - z ^ 2) / (ω n : ℂ) ^ 2 := by
         rw [sub_div, div_self (pow_ne_zero 2 h0)]
-      rw [e, inv_div, div_mul_div_cancel₀ (pow_ne_zero 2 h0)]
+      rw [e, inv_div, div_mul_div_comm, mul_comm (f n : ℂ) ((ω n : ℂ) ^ 2),
+        mul_div_mul_left _ _ (pow_ne_zero 2 h0)]
+    rw [hterm, hsum]
+    exact (hasSum_geometric_of_norm_lt_one hq).mul_left ((f n : ℂ) / (ω n : ℂ) ^ 2)
   have hs := hasSum_sum (fun n (_ : n ∈ (Finset.univ : Finset ι)) => h n)
   simpa only [polarizability, moment_mul] using hs
```
